# Rotating occupied orbitals into orthonormal virtual partners at constant rates gives a Grassmann geodesic

Let C and U be complex n × k matrices with CᴴC = UᴴU = 1 and CᴴU = 0, let a_i be real numbers, and put A = diag(a_i). Then the orbitals

Y(t) = C cos(tA) + U sin(tA)

stay orthonormal, and the occupied-space projector P = YYᴴ satisfies

P''P = PP''

for every real t. This is the geodesic equation on the Grassmann manifold, the set of all k-dimensional subspaces of the n-dimensional one-electron space.

The physical problem is to move an occupied space without losing the orthonormality of its orbitals. It arises when a Hartree–Fock or Kohn–Sham energy is minimised directly over single determinants in a finite basis, where a step along Y(t) needs no re-orthonormalisation. The columns of C are the starting orbitals, those of U are virtual orbitals, and a_i is the rate at which orbital i turns into its partner. The parameter t measures progress along the path and need not be physical time.

Coefficients refer to an orthonormal basis. The hypotheses also force 2k ≤ n, since C and U together supply 2k orthonormal columns.

```lean
import Mathlib

open Matrix

namespace OccupiedProjectorGeodesic

noncomputable section

variable {l m n k : Type*} [Fintype m] [Fintype k] [DecidableEq k]
```

In the code, `n` and `k` are sets of labels, for basis functions and occupied orbitals, and not the numbers themselves. The superscript ᴴ is the conjugate transpose.

## Curves of matrices and the rotating frame

A matrix curve F(t) is differentiated entry by entry:

(F')_ij = d(F_ij)/dt.

```lean
/-- The matrix curve `F` has derivative `F'` at `t`, entry by entry. -/
def HasMatrixDeriv (F : ℝ → Matrix l n ℂ) (F' : Matrix l n ℂ) (t : ℝ) : Prop :=
  ∀ i j, HasDerivAt (fun s => F s i j) (F' i j) t
```

Here `HasMatrixDeriv F F' t` says that the derivative exists at t and equals the stated matrix. No matrix norm has to be chosen.

The rates and the rotation angles enter through real diagonal matrices,

A = diag(a_i), cos(tA) = diag(cos(t a_i)), sin(tA) = diag(sin(t a_i)).

```lean
/-- The complex diagonal matrix with real diagonal entries `f i`. -/
def realDiag (f : k → ℝ) : Matrix k k ℂ := Matrix.diagonal fun i => (f i : ℂ)
```

With these, the orbitals are

Y(t) = C cos(tA) + U sin(tA).

```lean
/-- The rotating orbitals `Y(t) = C cos(tA) + U sin(tA)`, with `A = diag(a)`. -/
def frame (C U : Matrix n k ℂ) (a : k → ℝ) (t : ℝ) : Matrix n k ℂ :=
  C * realDiag (fun i => Real.cos (t * a i)) + U * realDiag (fun i => Real.sin (t * a i))
```

The letter U often denotes a square unitary matrix; here it is an n × k block of virtual orbitals. Replacing (C, U) by (U, −C) in the same definition gives the companion frame

W(t) = U cos(tA) − C sin(tA),

which the code writes as `frame U (-C) a t`.

The projector is

P(t) = Y(t) Y(t)ᴴ.

```lean
/-- The matrix `P(t) = Y(t) Y(t)ᴴ`, which is the occupied-space projector when the columns of `Y(t)`
are orthonormal. -/
def projector (C U : Matrix n k ℂ) (a : k → ℝ) (t : ℝ) : Matrix n n ℂ :=
  frame C U a t * (frame C U a t)ᴴ
```

Two further matrices are the candidates for its derivatives. The first is

V = WAYᴴ + YAWᴴ.

```lean
/-- The matrix `W A Yᴴ + Y A Wᴴ`, where `W(t) = U cos(tA) - C sin(tA)`. -/
def velocity (C U : Matrix n k ℂ) (a : k → ℝ) (t : ℝ) : Matrix n n ℂ :=
  frame U (-C) a t * realDiag a * (frame C U a t)ᴴ
    + frame C U a t * realDiag a * (frame U (-C) a t)ᴴ
```

The second is

B = 2(WA²Wᴴ − YA²Yᴴ).

```lean
/-- The matrix `2 (W A² Wᴴ - Y A² Yᴴ)`, where `W(t) = U cos(tA) - C sin(tA)`. -/
def acceleration (C U : Matrix n k ℂ) (a : k → ℝ) (t : ℝ) : Matrix n n ℂ :=
  (2 : ℂ) • (frame U (-C) a t * realDiag a * realDiag a * (frame U (-C) a t)ᴴ
    - frame C U a t * realDiag a * realDiag a * (frame C U a t)ᴴ)
```

The names `velocity` and `acceleration` are at this point only names for V and B. That V = P' and B = P'' is proved below.

## The orbitals turn into their companions

Because the rates are real, the diagonal matrices are Hermitian:

diag(f_i)ᴴ = diag(f_i).

```lean
omit [Fintype k] in
/-- A diagonal matrix with real entries is Hermitian. -/
theorem realDiag_conjTranspose (f : k → ℝ) : (realDiag f)ᴴ = realDiag f := by
  rw [realDiag, Matrix.diagonal_conjTranspose]
  exact congrArg Matrix.diagonal (funext fun i => Complex.conj_ofReal (f i))
```

For matrix curves the product rule keeps the order of the factors:

(FG)' = F'G + FG'.

```lean
/-- The product rule for matrix curves, with the order of the factors kept. -/
theorem HasMatrixDeriv.mul {F : ℝ → Matrix l m ℂ} {G : ℝ → Matrix m n ℂ}
    {F' : Matrix l m ℂ} {G' : Matrix m n ℂ} {t : ℝ}
    (hF : HasMatrixDeriv F F' t) (hG : HasMatrixDeriv G G' t) :
    HasMatrixDeriv (fun s => F s * G s) (F' * G t + F t * G') t := by
  intro i j
  simp only [Matrix.mul_apply, Matrix.add_apply, ← Finset.sum_add_distrib]
  exact HasDerivAt.fun_sum fun x _ => (hF i x).fun_mul (hG x j)
```

Each entry of FG is a finite sum of products, so the proof applies the scalar product rule to each term and adds.

For the entry in row i and column j of Y, the chain rule gives

d/dt [C_ij cos(t a_j) + U_ij sin(t a_j)] = [U_ij cos(t a_j) − C_ij sin(t a_j)] a_j,

which is the matrix equation Y' = WA.

```lean
/-- The orbitals move as `Y' = W A`, where `W(t) = U cos(tA) - C sin(tA)`. -/
theorem frame_deriv (C U : Matrix n k ℂ) (a : k → ℝ) (t : ℝ) :
    HasMatrixDeriv (frame C U a) (frame U (-C) a t * realDiag a) t := by
  intro i j
  have h : HasDerivAt (fun s : ℝ => s * a j) (a j) t := hasDerivAt_mul_const (a j)
  have hsum := (h.cos.ofReal_comp.const_mul (C i j)).fun_add
    (h.sin.ofReal_comp.const_mul (U i j))
  simp only [frame, realDiag, Matrix.add_apply, Matrix.mul_diagonal, Matrix.neg_apply]
  refine hsum.congr_deriv ?_
  push_cast
  ring
```

The Lean proof differentiates the real cosine and sine, carries the result over to complex numbers and compares the two sides with `ring`. It needs no orthonormality.

## Orthonormality at every t

Taking the adjoint of CᴴU = 0 gives UᴴC = 0. Multiplying out then leaves

YᴴY = cos²(tA) + sin²(tA) = 1,

WᴴW = cos²(tA) + sin²(tA) = 1,

YᴴW = −cos(tA) sin(tA) + sin(tA) cos(tA) = 0.

```lean
/-- If `C` and `U` have orthonormal columns and are mutually orthogonal, then so are
`Y(t)` and `W(t) = U cos(tA) - C sin(tA)` at every `t`. -/
theorem frame_orthonormal [Fintype n] {C U : Matrix n k ℂ} (hC : Cᴴ * C = 1) (hU : Uᴴ * U = 1)
    (hCU : Cᴴ * U = 0) (a : k → ℝ) (t : ℝ) :
    (frame C U a t)ᴴ * frame C U a t = 1 ∧
    (frame U (-C) a t)ᴴ * frame U (-C) a t = 1 ∧
    (frame C U a t)ᴴ * frame U (-C) a t = 0 := by
  have hUC : Uᴴ * C = 0 := by
    have h := congrArg Matrix.conjTranspose hCU
    simpa only [Matrix.conjTranspose_mul, Matrix.conjTranspose_conjTranspose,
      Matrix.conjTranspose_zero] using h
  have e1 : ∀ X : Matrix k k ℂ, Cᴴ * (C * X) = X := fun X => by
    rw [← Matrix.mul_assoc, hC, Matrix.one_mul]
  have e2 : ∀ X : Matrix k k ℂ, Uᴴ * (U * X) = X := fun X => by
    rw [← Matrix.mul_assoc, hU, Matrix.one_mul]
  have e3 : ∀ X : Matrix k k ℂ, Cᴴ * (U * X) = 0 := fun X => by
    rw [← Matrix.mul_assoc, hCU, Matrix.zero_mul]
  have e4 : ∀ X : Matrix k k ℂ, Uᴴ * (C * X) = 0 := fun X => by
    rw [← Matrix.mul_assoc, hUC, Matrix.zero_mul]
  -- cos² + sin² = 1, and the two diagonal matrices commute
  have hcs : realDiag (fun i => Real.cos (t * a i)) * realDiag (fun i => Real.cos (t * a i))
      + realDiag (fun i => Real.sin (t * a i)) * realDiag (fun i => Real.sin (t * a i)) = 1 := by
    simp only [realDiag, Matrix.diagonal_mul_diagonal, Matrix.diagonal_add]
    rw [← Matrix.diagonal_one]
    refine congrArg Matrix.diagonal (funext fun i => ?_)
    have h : Real.cos (t * a i) * Real.cos (t * a i)
        + Real.sin (t * a i) * Real.sin (t * a i) = 1 := by
      linarith [Real.cos_sq_add_sin_sq (t * a i), sq (Real.cos (t * a i)),
        sq (Real.sin (t * a i))]
    exact_mod_cast h
  have hcomm : realDiag (fun i => Real.cos (t * a i)) * realDiag (fun i => Real.sin (t * a i))
      = realDiag (fun i => Real.sin (t * a i)) * realDiag (fun i => Real.cos (t * a i)) := by
    simp only [realDiag, Matrix.diagonal_mul_diagonal]
    exact congrArg Matrix.diagonal (funext fun i => mul_comm _ _)
  refine ⟨?_, ?_, ?_⟩ <;>
    simp only [frame, Matrix.conjTranspose_add, Matrix.conjTranspose_mul,
      Matrix.conjTranspose_neg, realDiag_conjTranspose, Matrix.add_mul, Matrix.mul_add,
      Matrix.neg_mul, Matrix.mul_neg, Matrix.mul_assoc, e1, e2, e3, e4, Matrix.mul_zero,
      neg_zero, neg_neg, add_zero, zero_add]
  · exact hcs
  · exact hcs
  · rw [hcomm]
    abel
```

The auxiliary facts `e1` to `e4` carry out the cancellations CᴴC = 1, UᴴU = 1, CᴴU = 0 and UᴴC = 0 inside longer products. The identity cos² + sin² = 1 is `hcs`, and `hcomm` says that the two diagonal matrices commute, which settles the third line.

## Velocity and acceleration of the projector

From Y' = WA and its adjoint (Y')ᴴ = AWᴴ, the product rule gives

P' = Y'Yᴴ + Y(Y')ᴴ = WAYᴴ + YAWᴴ.

```lean
/-- The matrix `P = Y Yᴴ` has the derivative `P' = W A Yᴴ + Y A Wᴴ`, where
`W(t) = U cos(tA) - C sin(tA)`. -/
theorem projector_deriv (C U : Matrix n k ℂ) (a : k → ℝ) (t : ℝ) :
    HasMatrixDeriv (projector C U a) (velocity C U a t) t := by
  have hY := frame_deriv C U a t
  have hYh : HasMatrixDeriv (fun s => (frame C U a s)ᴴ)
      (frame U (-C) a t * realDiag a)ᴴ t := fun i j => (hY j i).star
  have h := hY.mul hYh
  have key : HasMatrixDeriv (projector C U a) _ t := h
  convert key using 1
  simp only [velocity, Matrix.conjTranspose_mul, realDiag_conjTranspose, Matrix.mul_assoc]
```

The adjoint curve may be differentiated entrywise because t is real, so that complex conjugation commutes with d/dt.

Applying the frame rule to the pair (U, −C) gives W' = −YA. Hence

P'' = W'AYᴴ + WA(Y')ᴴ + Y'AWᴴ + YA(W')ᴴ

= −YA²Yᴴ + WA²Wᴴ + WA²Wᴴ − YA²Yᴴ

= 2(WA²Wᴴ − YA²Yᴴ).

```lean
/-- The matrix `W A Yᴴ + Y A Wᴴ` has the derivative `2 (W A² Wᴴ - Y A² Yᴴ)`, where
`W(t) = U cos(tA) - C sin(tA)`. -/
theorem velocity_deriv (C U : Matrix n k ℂ) (a : k → ℝ) (t : ℝ) :
    HasMatrixDeriv (velocity C U a) (acceleration C U a t) t := by
  have hY := frame_deriv C U a t
  have hW := frame_deriv U (-C) a t
  -- the companion frame turns back: W' = -Y A
  have hneg : frame (-C) (-U) a t = -frame C U a t := by
    simp only [frame, Matrix.neg_mul, neg_add]
  rw [hneg] at hW
  have hA : HasMatrixDeriv (fun _ => realDiag a) 0 t := fun i j => hasDerivAt_const t _
  have hYh : HasMatrixDeriv (fun s => (frame C U a s)ᴴ)
      (frame U (-C) a t * realDiag a)ᴴ t := fun i j => (hY j i).star
  have hWh : HasMatrixDeriv (fun s => (frame U (-C) a s)ᴴ)
      (-frame C U a t * realDiag a)ᴴ t := fun i j => (hW j i).star
  have h1 := (hW.mul hA).mul hYh
  have h2 := (hY.mul hA).mul hWh
  intro i j
  refine ((h1 i j).fun_add (h2 i j)).congr_deriv ?_
  rw [← Matrix.add_apply]
  refine congrArg (fun M : Matrix n n ℂ => M i j) ?_
  simp only [acceleration, Matrix.conjTranspose_mul, Matrix.conjTranspose_neg,
    realDiag_conjTranspose, Matrix.mul_zero, add_zero, Matrix.neg_mul, Matrix.mul_neg,
    Matrix.mul_assoc]
  module
```

The step W' = −YA is `hneg` together with `hW`. The constant matrix A contributes a zero derivative, `hA`, and `module` collects the four terms into two equal pairs.

## The acceleration commutes with the projector

Differentiating P² = P gives P'P + PP' = P', so a velocity has only occupied–virtual blocks. A matrix that commutes with P has only occupied–occupied and virtual–virtual blocks, and is therefore orthogonal to every velocity in the trace inner product. An acceleration that commutes with P has no component along the manifold, which is what makes the curve a geodesic.

With YᴴY = 1 and WᴴY = YᴴW = 0,

P''P = 2(WA²WᴴYYᴴ − YA²YᴴYYᴴ) = −2YA²Yᴴ,

PP'' = 2(YYᴴWA²Wᴴ − YYᴴYA²Yᴴ) = −2YA²Yᴴ.

```lean
/-- Grassmann geodesic equation: if `C` and `U` have orthonormal columns and `Cᴴ U = 0`, the
orbitals `Y(t)` stay orthonormal and the projector `P = Y Yᴴ` commutes with its second
derivative at every `t`. -/
theorem projector_geodesic [Fintype n] {C U : Matrix n k ℂ} (hC : Cᴴ * C = 1) (hU : Uᴴ * U = 1)
    (hCU : Cᴴ * U = 0) (a : k → ℝ) (t : ℝ) :
    (frame C U a t)ᴴ * frame C U a t = 1 ∧
    HasMatrixDeriv (projector C U a) (velocity C U a t) t ∧
    HasMatrixDeriv (velocity C U a) (acceleration C U a t) t ∧
    acceleration C U a t * projector C U a t = projector C U a t * acceleration C U a t := by
  obtain ⟨h1, -, h3⟩ := frame_orthonormal hC hU hCU a t
  have h4 : (frame U (-C) a t)ᴴ * frame C U a t = 0 := by
    have h := congrArg Matrix.conjTranspose h3
    simpa only [Matrix.conjTranspose_mul, Matrix.conjTranspose_conjTranspose,
      Matrix.conjTranspose_zero] using h
  refine ⟨h1, projector_deriv C U a t, velocity_deriv C U a t, ?_⟩
  have e1 : ∀ X : Matrix k n ℂ, (frame C U a t)ᴴ * (frame C U a t * X) = X := fun X => by
    rw [← Matrix.mul_assoc, h1, Matrix.one_mul]
  have e3 : ∀ X : Matrix k n ℂ, (frame C U a t)ᴴ * (frame U (-C) a t * X) = 0 := fun X => by
    rw [← Matrix.mul_assoc, h3, Matrix.zero_mul]
  have e4 : ∀ X : Matrix k n ℂ, (frame U (-C) a t)ᴴ * (frame C U a t * X) = 0 := fun X => by
    rw [← Matrix.mul_assoc, h4, Matrix.zero_mul]
  -- both products reduce to -2 Y A² Yᴴ
  simp only [acceleration, projector, Matrix.smul_mul, Matrix.mul_smul, Matrix.sub_mul,
    Matrix.mul_sub, Matrix.mul_assoc, e1, e3, e4, Matrix.mul_zero]
```

The theorem takes the three orthonormality relations as hypotheses, with arbitrary real rates and arbitrary t. Its four conclusions are that Y(t) is orthonormal, that `velocity` is the derivative of `projector`, that `acceleration` is the derivative of `velocity`, and that `acceleration` and `projector` commute. In the last part, `e1`, `e3` and `e4` perform the cancellations just written, after which both sides are the same expression.

In an orbital optimiser the search direction may be a general matrix X with CᴴX = 0. If 2k ≤ n, a singular value decomposition X = U diag(a_i) Qᴴ, with Q unitary and the orthonormal columns of U chosen orthogonal to those of C, brings it to the present form, with C replaced by CQ.

## Overlap with the initial occupied space

At t = 0 the frame is C, so P(0) = CCᴴ. Since CᴴY = cos(tA), cyclicity of the trace gives

tr(P(0)P(t)) = tr(CᴴY YᴴC) = Σ_i cos²(t a_i).

```lean
/-- For `C` with orthonormal columns and `Cᴴ U = 0`, the matrix `P = Y Yᴴ` satisfies
`tr(P(0) P(t)) = ∑ cos²(t aᵢ)`. -/
theorem projector_overlap [Fintype n] {C U : Matrix n k ℂ} (hC : Cᴴ * C = 1) (hCU : Cᴴ * U = 0)
    (a : k → ℝ) (t : ℝ) :
    (projector C U a 0 * projector C U a t).trace
      = ∑ i, (Real.cos (t * a i) : ℂ) ^ 2 := by
  have h0 : frame C U a 0 = C := by simp [frame, realDiag]
  have hY : Cᴴ * frame C U a t = realDiag (fun i => Real.cos (t * a i)) := by
    rw [frame, Matrix.mul_add, ← Matrix.mul_assoc, ← Matrix.mul_assoc, hC, hCU,
      Matrix.one_mul, Matrix.zero_mul, add_zero]
  have hY' : (frame C U a t)ᴴ * C = realDiag (fun i => Real.cos (t * a i)) := by
    have h := congrArg Matrix.conjTranspose hY
    simpa only [Matrix.conjTranspose_mul, Matrix.conjTranspose_conjTranspose,
      realDiag_conjTranspose] using h
  have hP : C * Cᴴ * (frame C U a t * (frame C U a t)ᴴ)
      = C * (realDiag (fun i => Real.cos (t * a i)) * (frame C U a t)ᴴ) := by
    rw [← hY]
    simp only [Matrix.mul_assoc]
  simp only [projector, h0]
  rw [hP, Matrix.trace_mul_comm, Matrix.mul_assoc, hY']
  simp only [realDiag, Matrix.diagonal_mul_diagonal, Matrix.trace_diagonal, pow_two]
```

The facts `h0`, `hY` and `hY'` are Y(0) = C, CᴴY = cos(tA) and its adjoint; `Matrix.trace_mul_comm` is the cyclic step. The trace formula does not need UᴴU = 1. When that relation holds too, P(t) is a projector and the trace measures the overlap of the initial and the current occupied space: it starts at the number of occupied orbitals, and the term of each rotating orbital falls from 1 to 0 over its first quarter turn and then rises again.

## One orbital in two dimensions

Take C = (1, 0)ᵀ, U = (0, 1)ᵀ and a single rate a = 1. Then Y(t) = (cos t, sin t)ᵀ, and P(t) has the rows

(cos² t, cos t sin t),

(cos t sin t, sin² t).

```lean
/-- One orbital rotating in a two-dimensional space: the two unit vectors meet the orthonormality
relations, and the projector is the matrix of products of `cos t` and `sin t`. -/
theorem projector_geodesic_witness :
    (!![1; 0] : Matrix (Fin 2) (Fin 1) ℂ)ᴴ * (!![1; 0] : Matrix (Fin 2) (Fin 1) ℂ) = 1 ∧
    (!![0; 1] : Matrix (Fin 2) (Fin 1) ℂ)ᴴ * (!![0; 1] : Matrix (Fin 2) (Fin 1) ℂ) = 1 ∧
    (!![1; 0] : Matrix (Fin 2) (Fin 1) ℂ)ᴴ * (!![0; 1] : Matrix (Fin 2) (Fin 1) ℂ) = 0 ∧
    ∀ t : ℝ, projector (!![1; 0] : Matrix (Fin 2) (Fin 1) ℂ) !![0; 1] (fun _ => 1) t
      = !![(Real.cos t : ℂ) ^ 2, (Real.cos t : ℂ) * (Real.sin t : ℂ);
           (Real.cos t : ℂ) * (Real.sin t : ℂ), (Real.sin t : ℂ) ^ 2] := by
  refine ⟨?_, ?_, ?_, fun t => ?_⟩
  · ext i j
    fin_cases i
    fin_cases j
    simp [Matrix.mul_apply, Fin.sum_univ_succ]
  · ext i j
    fin_cases i
    fin_cases j
    simp [Matrix.mul_apply, Fin.sum_univ_succ]
  · ext i j
    fin_cases i <;> fin_cases j <;> simp [Matrix.mul_apply, Fin.sum_univ_succ]
  · ext i j
    fin_cases i <;> fin_cases j <;>
      simp [projector, frame, realDiag, Matrix.mul_apply,
        -Complex.ofReal_cos, -Complex.ofReal_sin] <;> ring

end

end OccupiedProjectorGeodesic
```

The first three parts check the orthonormality relations for these vectors, and the fourth computes the projector entry by entry. Differentiating the matrix twice by hand gives P'' = 2·1 − 4P, which visibly commutes with P. At t = π the orbital has changed sign while P has returned to its initial value, so a geodesic followed this far is not the shortest path between its end points.

```lean
#print axioms OccupiedProjectorGeodesic.projector_geodesic
#print axioms OccupiedProjectorGeodesic.projector_overlap
```

```
'OccupiedProjectorGeodesic.projector_geodesic' depends on axioms: [propext, Classical.choice, Quot.sound]
'OccupiedProjectorGeodesic.projector_overlap' depends on axioms: [propext, Classical.choice, Quot.sound]
```
